# Pair conditions on each bond suffice for site and nearest-neighbour occupations of an open chain with variable particle number

To find the lowest energy, over all particle numbers, of an open chain of spin orbitals with site energies and nearest-neighbour density couplings, but no hopping, one can minimise over site and bond occupations under linear inequalities on each bond, instead of over occupation patterns. For two or more orbitals this gives the exact minimum, because every set of values that obeys the inequalities comes from a probability distribution over the patterns.

```lean
import Mathlib

open Finset (sum_congr mul_sum sum_comm sum_add_distrib sum_sub_distrib)

namespace ChainRepresentability

noncomputable section

variable {n : ℕ}

/-- The occupation number of an orbital: 1 if it is filled, 0 if it is empty. -/
def occ : Bool → ℝ
  | true => 1
  | false => 0

/-- A probability distribution on the occupation patterns of `n` orbitals. -/
structure IsDistribution (w : (Fin n → Bool) → ℝ) : Prop where
  nonneg : ∀ x, 0 ≤ w x
  total : ∑ x, w x = 1

/-- The average of an observable `f` of the occupation pattern, with weights `w`. -/
def mean (w f : (Fin n → Bool) → ℝ) : ℝ := ∑ x, w x * f x

/-- The weights `w` give site occupations `p i` and nearest-neighbour pair occupations `q i`. -/
structure HasMoments (w : (Fin (n + 1) → Bool) → ℝ) (p : Fin (n + 1) → ℝ)
    (q : Fin n → ℝ) : Prop where
  site : ∀ i, mean w (fun x => occ (x i)) = p i
  bond : ∀ i, mean w (fun x => occ (x i.castSucc) * occ (x i.succ)) = q i

/-- The pair conditions on each bond of the chain:
`max(0, p_i + p_{i+1} - 1) ≤ q_i ≤ min(p_i, p_{i+1})`. -/
def PairConditions (p : Fin (n + 1) → ℝ) (q : Fin n → ℝ) : Prop :=
  ∀ i : Fin n, max 0 (p i.castSucc + p i.succ - 1) ≤ q i ∧
    q i ≤ min (p i.castSucc) (p i.succ)

/-- Put a new site in front of a chain with weights `w`. For `a` and `b` in `[0,1]`, it is filled
with probability `a` if its neighbour is filled, and with probability `b` if its neighbour is empty.
-/
def prepend (a b : ℝ) (w : (Fin (n + 1) → Bool) → ℝ) (x : Fin (n + 2) → Bool) : ℝ :=
  (occ (x 0) * (a * occ (x (Fin.succ 0)) + b * (1 - occ (x (Fin.succ 0)))) +
    (1 - occ (x 0)) * (1 - (a * occ (x (Fin.succ 0)) + b * (1 - occ (x (Fin.succ 0)))))) *
    w (fun i => x i.succ)

/-- The occupations of two orbitals in a single configuration obey the pair conditions. -/
theorem occ_pair (s t : Bool) : max 0 (occ s + occ t - 1) ≤ occ s * occ t ∧
    occ s * occ t ≤ min (occ s) (occ t) := by
  cases s <;> cases t <;> norm_num [occ]

/-- A sum over configurations splits into those with the first site filled and those with
it empty. -/
theorem sum_first_site (f : (Fin (n + 1) → Bool) → ℝ) :
    ∑ x, f x = ∑ y : Fin n → Bool, (f (Fin.cons true y) + f (Fin.cons false y)) := by
  let e : Bool × (Fin n → Bool) ≃ (Fin (n + 1) → Bool) := Fin.consEquiv (fun _ => Bool)
  rw [← Equiv.sum_comp e f, Fintype.sum_prod_type, Fintype.sum_bool, ← sum_add_distrib]
  rfl

/-- Prepending a site leaves every average over the old chain unchanged. -/
theorem mean_prepend_old (a b : ℝ) (w g : (Fin (n + 1) → Bool) → ℝ) :
    mean (prepend a b w) (fun x => g (fun i => x i.succ)) = mean w g := by
  unfold mean
  rw [sum_first_site]
  refine sum_congr rfl fun y _ => ?_
  simp only [prepend, Fin.cons_zero, Fin.cons_succ, occ]
  ring

/-- The occupation of the prepended site is the sum of its contributions from a filled and
from an empty neighbour. -/
theorem mean_prepend_site (a b : ℝ) (w : (Fin (n + 1) → Bool) → ℝ) :
    mean (prepend a b w) (fun x => occ (x 0)) =
      a * mean w (fun y => occ (y 0)) + b * (∑ y, w y - mean w (fun y => occ (y 0))) := by
  unfold mean
  rw [sum_first_site, ← sum_sub_distrib, mul_sum, mul_sum, ← sum_add_distrib]
  refine sum_congr rfl fun y _ => ?_
  simp only [prepend, Fin.cons_zero, Fin.cons_succ, occ]
  ring

/-- The pair occupation of the new bond is `a` times the occupation of the old first site. -/
theorem mean_prepend_bond (a b : ℝ) (w : (Fin (n + 1) → Bool) → ℝ) :
    mean (prepend a b w) (fun x => occ (x 0) * occ (x (Fin.succ 0))) =
      a * mean w (fun y => occ (y 0)) := by
  unfold mean
  rw [sum_first_site, mul_sum]
  refine sum_congr rfl fun y _ => ?_
  simp only [prepend, Fin.cons_zero, Fin.cons_succ, occ]
  cases y 0 <;> simp only <;> ring

/-- A number between 0 and `y` is a fraction `a` of `y`, with `a` between 0 and 1. -/
theorem exists_fraction {x y : ℝ} (hx : 0 ≤ x) (hxy : x ≤ y) :
    ∃ a : ℝ, 0 ≤ a ∧ a ≤ 1 ∧ a * y = x := by
  rcases eq_or_lt_of_le (hx.trans hxy) with h | h
  · exact ⟨0, le_rfl, zero_le_one, by linarith⟩
  · exact ⟨x / y, div_nonneg hx h.le, (div_le_one h).2 hxy, div_mul_cancel₀ x h.ne'⟩

/-- Site occupations in `[0,1]` and pair occupations obeying the pair conditions come from a
probability distribution on the chain. -/
theorem exists_distribution : ∀ (n : ℕ) (p : Fin (n + 1) → ℝ) (q : Fin n → ℝ),
    (∀ i, 0 ≤ p i ∧ p i ≤ 1) → PairConditions p q →
    ∃ w, IsDistribution w ∧ HasMoments w p q := by
  intro n
  induction n with
  | zero =>
    intro p q hp _
    refine ⟨fun x => p 0 * occ (x 0) + (1 - p 0) * (1 - occ (x 0)), ⟨fun x => ?_, ?_⟩,
      ⟨fun i => ?_, fun i => i.elim0⟩⟩
    · have h := hp 0
      cases x 0 <;> simp only [occ] <;> linarith
    · rw [sum_first_site]
      simp [occ]
    · refine Fin.cases ?_ (fun j => j.elim0) i
      rw [mean, sum_first_site]
      simp [occ]
  | succ n ih =>
    intro p q hp hq
    obtain ⟨w, hw, hm⟩ := ih (fun i => p i.succ) (fun i => q i.succ)
      (fun i => hp i.succ) (fun i => hq i.succ)
    have h0 := hq 0
    rw [Fin.castSucc_zero, max_le_iff, le_min_iff] at h0
    obtain ⟨⟨h1, h2⟩, h3, h4⟩ := h0
    -- the pair conditions make both conditional occupations genuine probabilities
    obtain ⟨a, ha0, ha1, ha⟩ := exists_fraction h1 h4
    obtain ⟨b, hb0, hb1, hb⟩ := exists_fraction (x := p 0 - q 0)
      (y := 1 - p (Fin.succ 0)) (by linarith) (by linarith)
    have hs : mean w (fun y => occ (y 0)) = p (Fin.succ 0) := hm.site 0
    refine ⟨prepend a b w, ⟨fun x => ?_, ?_⟩, ⟨fun i => ?_, fun i => ?_⟩⟩
    · refine mul_nonneg ?_ (hw.nonneg _)
      cases x 0 <;> cases x (Fin.succ 0) <;> simp only [occ] <;> linarith
    · have h := mean_prepend_old a b w (fun _ => 1)
      simp only [mean, mul_one] at h
      rw [h, hw.total]
    · refine Fin.cases ?_ (fun j => ?_) i
      · rw [mean_prepend_site, hs, hw.total, ha, hb]
        ring
      · exact (mean_prepend_old a b w (fun y => occ (y j))).trans (hm.site j)
    · refine Fin.cases ?_ (fun j => ?_) i
      · rw [Fin.castSucc_zero, mean_prepend_bond, hs, ha]
      · exact (mean_prepend_old a b w
          (fun y => occ (y j.castSucc) * occ (y j.succ))).trans (hm.bond j)

/-- Averages over a probability distribution preserve inequalities between observables. -/
theorem mean_mono {w f g : (Fin n → Bool) → ℝ} (hw : IsDistribution w)
    (h : ∀ x, f x ≤ g x) : mean w f ≤ mean w g :=
  Finset.sum_le_sum fun x _ => mul_le_mul_of_nonneg_left (h x) (hw.nonneg x)

/-- On a chain of at least two orbitals, site and nearest-neighbour pair occupations come from
a probability distribution if and only if they obey the pair conditions on every bond. -/
theorem chain_representable_iff (p : Fin (n + 2) → ℝ) (q : Fin (n + 1) → ℝ) :
    (∃ w, IsDistribution w ∧ HasMoments w p q) ↔ PairConditions p q := by
  constructor
  · rintro ⟨w, hw, hm⟩ i
    have e := fun x : Fin (n + 2) → Bool => occ_pair (x i.castSucc) (x i.succ)
    simp only [max_le_iff, le_min_iff] at e
    -- average the inequalities that hold in each configuration
    have h1 := mean_mono hw (f := fun _ => 0) (fun x => (e x).1.1)
    have h2 := mean_mono hw (f := fun x => occ (x i.castSucc) + occ (x i.succ))
      (g := fun x => 1 + occ (x i.castSucc) * occ (x i.succ))
      (fun x => by linarith [(e x).1.2])
    have h3 := mean_mono hw (fun x => (e x).2.1)
    have h4 := mean_mono hw (fun x => (e x).2.2)
    have s1 := hm.site i.castSucc
    have s2 := hm.site i.succ
    have s3 := hm.bond i
    have ht := hw.total
    simp only [mean, mul_add, sum_add_distrib, mul_one, mul_zero,
      Finset.sum_const_zero] at h1 h2 h3 h4 s1 s2 s3
    rw [max_le_iff, le_min_iff]
    exact ⟨⟨by linarith, by linarith⟩, by linarith, by linarith⟩
  · intro hq
    refine exists_distribution (n + 1) p q (fun i => ?_) hq
    -- every site belongs to a bond, which confines its occupation to [0,1]
    refine Fin.cases ?_ (fun j => ?_) i
    · have h := hq 0
      rw [Fin.castSucc_zero, max_le_iff, le_min_iff] at h
      constructor <;> linarith [h.1.1, h.1.2, h.2.1, h.2.2]
    · have h := hq j
      rw [max_le_iff, le_min_iff] at h
      constructor <;> linarith [h.1.1, h.1.2, h.2.1, h.2.2]

/-- The energy of a chain with site energies `ε` and nearest-neighbour couplings `U`, as a
function of site occupations `p` and pair occupations `q`. -/
def energy (ε : Fin (n + 1) → ℝ) (U : Fin n → ℝ) (p : Fin (n + 1) → ℝ)
    (q : Fin n → ℝ) : ℝ := ∑ i, ε i * p i + ∑ i, U i * q i

/-- On a chain of at least two orbitals, a number is a lower bound to the energies of all
configurations if and only if it is one for all `p`, `q` that obey the pair conditions. -/
theorem pair_relaxation_exact (ε : Fin (n + 2) → ℝ) (U : Fin (n + 1) → ℝ) (E : ℝ) :
    (∀ x : Fin (n + 2) → Bool, E ≤ energy ε U (fun i => occ (x i))
      (fun i => occ (x i.castSucc) * occ (x i.succ))) ↔
    ∀ p q, PairConditions p q → E ≤ energy ε U p q := by
  constructor
  · intro h p q hq
    obtain ⟨w, hw, hm⟩ := (chain_representable_iff p q).2 hq
    have hE : mean w (fun _ => E) = E := by
      rw [mean, ← Finset.sum_mul, hw.total, one_mul]
    -- the mean energy depends only on the site and bond moments
    have hmean : mean w (fun x => energy ε U (fun i => occ (x i))
        (fun i => occ (x i.castSucc) * occ (x i.succ))) = energy ε U p q := by
      simp only [energy, ← hm.site, ← hm.bond, mean, mul_add, sum_add_distrib, mul_sum]
      congr 1
      · rw [sum_comm]
        exact sum_congr rfl fun i _ => sum_congr rfl fun x _ => by ring
      · rw [sum_comm]
        exact sum_congr rfl fun i _ => sum_congr rfl fun x _ => by ring
    rw [← hE, ← hmean]
    exact mean_mono hw h
  · intro h x
    exact h _ _ fun i => occ_pair (x i.castSucc) (x i.succ)

end

end ChainRepresentability
```

```lean
#print axioms ChainRepresentability.chain_representable_iff
#print axioms ChainRepresentability.pair_relaxation_exact
```

```
'ChainRepresentability.chain_representable_iff' depends on axioms: [propext, Classical.choice, Quot.sound]
'ChainRepresentability.pair_relaxation_exact' depends on axioms: [propext, Classical.choice, Quot.sound]
```

## Which occupations a chain can have

In the two main theorems, `chain_representable_iff` and `pair_relaxation_exact`, the orbitals are numbered $0,\dots,n+1$, so that `n` is two less than the chain length. Elsewhere in the code the offset differs, but `n` is never a particle number. Write $x_i\in\{0,1\}$ for the occupation `occ (x i)` and $\langle\cdot\rangle$ for `mean`. `IsDistribution w` says that the weights are nonnegative and sum to 1. `HasMoments w p q` says that $\langle x_i\rangle=p_i$ and $\langle x_ix_{i+1}\rangle=q_i$; the ends of bond `i` are `i.castSucc` and `i.succ`.

`chain_representable_iff` states that such weights exist if and only if, on every bond,

$$\max(0,\,p_i+p_{i+1}-1)\le q_i\le\min(p_i,p_{i+1}).$$

The bounds $0\le p_i\le 1$ are not assumed, since they follow from these inequalities. A single site has no bond, so there $p_0=2$ would pass unchecked; hence the length `n + 2`.

`pair_relaxation_exact` concerns the energy $\sum_i\varepsilon_ip_i+\sum_iU_iq_i$, with real coefficients of either sign. A number `E` lies below the energies of all configurations exactly when it lies below this expression for all $p,q$ that obey the pair conditions.

## Diagonal density matrices

The weights $w(x)$ define the ensemble $\sum_x w(x)\,|x\rangle\langle x|$ of occupation-number states, and $p_i$ and $q_i$ are diagonal elements of its one- and two-particle density matrices, the latter normalised so that its diagonal elements are the averages $\langle x_ix_j\rangle$. The ensemble may mix particle numbers. At a fixed number the pair conditions do not suffice: two sites that hold exactly one particle have $q_0=0$, but at $p_0=p_1=1/2$ the conditions also allow $q_0=1/2$. Hopping and density couplings beyond nearest neighbours are left out too; hopping brings in off-diagonal elements, which these conditions do not constrain. For density-matrix methods, the result therefore settles only the diagonal, nearest-neighbour part of representability on a finite open chain whose particle number is not fixed.

## Building the distribution site by site

**Necessity.** In each configuration,

$$x_ix_{i+1}\ge0,\quad (1-x_i)(1-x_{i+1})\ge0,\quad x_ix_{i+1}\le x_i,\quad x_ix_{i+1}\le x_{i+1}.$$

The second inequality gives $x_ix_{i+1}\ge x_i+x_{i+1}-1$. Averaging all four gives the pair conditions. In Lean, `occ_pair` checks the four cases and `mean_mono` does the averaging.

**Sufficiency.** First, $0\le q_i\le p_i$, and $p_i+p_{i+1}-1\le q_i\le p_{i+1}$ gives $p_i\le1$; the same holds for $p_{i+1}$ by symmetry. `exists_distribution` then uses induction on the length. A single site is filled with probability $p_0$.

Now suppose that $w$ serves the sites from 1 onwards. Add site 0, filled with probability $a$ if site 1 is filled and $b$ if it is empty; this is `prepend`. Summing over $x_0$ returns $w$, so the total and all old moments are unchanged (`mean_prepend_old`). The new moments are

$$\langle x_0x_1\rangle=a\,p_1,\qquad \langle x_0\rangle=a\,p_1+b\,(1-p_1),$$

as `mean_prepend_bond` and `mean_prepend_site` compute by splitting the sum over the first site. We therefore need

$$a\,p_1=q_0,\qquad b\,(1-p_1)=p_0-q_0.$$

Solutions in $[0,1]$ exist because $0\le q_0\le p_1$ and $0\le p_0-q_0\le1-p_1$, which are the four pair conditions on bond 0. `exists_fraction` supplies them. If $p_1=0$ or $p_1=1$, one equation reads $0=0$ and Lean takes the free probability to be 0.

**Energy.** If `E` bounds every configuration energy, it bounds their average, which by linearity is the energy at $(p,q)$. Lean obtains this by exchanging the sums over sites and configurations. Conversely, each configuration itself obeys the pair conditions.

## Two sites, and a closed triangle

For two sites the distribution is unique:

$$w(11)=q_0,\quad w(10)=p_0-q_0,\quad w(01)=p_1-q_0,\quad w(00)=1-p_0-p_1+q_0.$$

The pair conditions say precisely that these weights are nonnegative.

If three sites are closed into a ring by prescribing $\langle x_0x_2\rangle$ as well, the pair conditions no longer suffice. Take every site occupation to be $1/2$ and every pair occupation 0. Each bond passes, yet every configuration satisfies

$$x_0+x_1+x_2-x_0x_1-x_1x_2-x_0x_2\le1,$$

while the prescribed values give $3/2$ on the left. This three-index condition constrains the triangle; on the open chain $\langle x_0x_2\rangle$ is free to adjust.
